# The lowest connected-moment energy estimate for a two-level system lies above the upper level when that level holds more than half, but not all, of the weight

The lemma `cmx_above_excited` concerns a two-level Hamiltonian, diagonal with real energies E₀ < E₁, and a normalised state whose weight p on the upper level satisfies 1/2 < p < 1. It states that the estimate I₁ − I₂²/I₃, built from the first three connected moments of the energy, is strictly greater than E₁, although it is meant to approximate the ground energy. The proof puts in the closed form E₀ − (E₁ − E₀)p²/(1 − 2p) from an earlier lemma. It then tries to show, in the step `key`, that the estimate minus E₁ equals −(E₁ − E₀)(1 − p)²/(1 − 2p), which is positive because numerator and denominator are both negative.

In Lean, a first try:

```lean
import Mathlib

open Matrix Filter Topology

namespace ConnectedMomentEstimate

noncomputable section

/-- The `k`-th energy moment `⟨ψ|H^k|ψ⟩` (real part) of a state `ψ`. -/
def moment {n : Type*} [Fintype n] [DecidableEq n]
    (H : Matrix n n ℂ) (ψ : n → ℂ) (k : ℕ) : ℝ :=
  (star ψ ⬝ᵥ ((H ^ k) *ᵥ ψ)).re

/-- The first connected moment, `M₁`. For a Hermitian `H` and a normalised `ψ` it is the mean
energy. -/
def cumulant₁ {n : Type*} [Fintype n] [DecidableEq n]
    (H : Matrix n n ℂ) (ψ : n → ℂ) : ℝ := moment H ψ 1

/-- The second connected moment, `M₂ - M₁²`. For a Hermitian `H` and a normalised `ψ` it is the
energy variance. -/
def cumulant₂ {n : Type*} [Fintype n] [DecidableEq n]
    (H : Matrix n n ℂ) (ψ : n → ℂ) : ℝ := moment H ψ 2 - moment H ψ 1 ^ 2

/-- The third connected moment of the energy. -/
def cumulant₃ {n : Type*} [Fintype n] [DecidableEq n]
    (H : Matrix n n ℂ) (ψ : n → ℂ) : ℝ :=
  moment H ψ 3 - 3 * moment H ψ 2 * moment H ψ 1 + 2 * moment H ψ 1 ^ 3

/-- The lowest connected-moment estimate of the ground energy, `I₁ - I₂² / I₃`. -/
def cmx {n : Type*} [Fintype n] [DecidableEq n]
    (H : Matrix n n ℂ) (ψ : n → ℂ) : ℝ :=
  cumulant₁ H ψ - cumulant₂ H ψ ^ 2 / cumulant₃ H ψ

/-- The two-level Hamiltonian with energies `E₀` and `E₁`. -/
def twoLevel (E₀ E₁ : ℝ) : Matrix (Fin 2) (Fin 2) ℂ :=
  Matrix.diagonal ![(E₀ : ℂ), (E₁ : ℂ)]

/-- The weight of the second level in the state `ψ`. -/
def excitedWeight (ψ : Fin 2 → ℂ) : ℝ := Complex.normSq (ψ 1)

/-- Each moment of a two-level system is the sum of the powers of the level energies,
weighted by the populations. -/
theorem moment_twoLevel (E₀ E₁ : ℝ) (ψ : Fin 2 → ℂ) (k : ℕ) :
    moment (twoLevel E₀ E₁) ψ k
      = Complex.normSq (ψ 0) * E₀ ^ k + excitedWeight ψ * E₁ ^ k := by
  have h : twoLevel E₀ E₁ ^ k
      = Matrix.diagonal ![((E₀ ^ k : ℝ) : ℂ), ((E₁ ^ k : ℝ) : ℂ)] := by
    rw [twoLevel, Matrix.diagonal_pow]
    congr 1
    funext i
    fin_cases i <;> simp
  rw [moment, h, excitedWeight]
  generalize E₀ ^ k = a
  generalize E₁ ^ k = b
  simp [dotProduct, Fin.sum_univ_two, Matrix.mulVec_diagonal, Complex.normSq_apply]
  ring

/-- The first three connected moments of a normalised two-level state, in terms of the energy `E₀`,
the difference `E₁ - E₀` and the weight of the second level. -/
theorem cumulants_twoLevel (E₀ E₁ : ℝ) (ψ : Fin 2 → ℂ) (hψ : star ψ ⬝ᵥ ψ = 1) :
    cumulant₁ (twoLevel E₀ E₁) ψ = E₀ + excitedWeight ψ * (E₁ - E₀) ∧
    cumulant₂ (twoLevel E₀ E₁) ψ
      = (E₁ - E₀) ^ 2 * excitedWeight ψ * (1 - excitedWeight ψ) ∧
    cumulant₃ (twoLevel E₀ E₁) ψ
      = (E₁ - E₀) ^ 3 * excitedWeight ψ * (1 - excitedWeight ψ)
          * (1 - 2 * excitedWeight ψ) := by
  -- the zeroth moment is the squared norm; setting it to 1 gives the ground weight
  have h0 := moment_twoLevel 0 0 ψ 0
  simp only [moment, pow_zero, Matrix.one_mulVec, hψ, Complex.one_re, mul_one] at h0
  have hg : Complex.normSq (ψ 0) = 1 - excitedWeight ψ := by linarith
  simp only [cumulant₁, cumulant₂, cumulant₃, moment_twoLevel, hg]
  refine ⟨by ring, by ring, by ring⟩

/-- For a normalised superposition of two levels `E₀ < E₁` with unequal weights the third connected
moment is nonzero, and the connected-moment estimate has a closed form. -/
theorem cmx_twoLevel {E₀ E₁ : ℝ} (hE : E₀ < E₁) (ψ : Fin 2 → ℂ)
    (hψ : star ψ ⬝ᵥ ψ = 1) (h0 : 0 < excitedWeight ψ) (h1 : excitedWeight ψ < 1)
    (h2 : excitedWeight ψ ≠ 1 / 2) :
    cumulant₃ (twoLevel E₀ E₁) ψ ≠ 0 ∧
    cmx (twoLevel E₀ E₁) ψ
      = E₀ - (E₁ - E₀) * excitedWeight ψ ^ 2 / (1 - 2 * excitedWeight ψ) := by
  obtain ⟨c1, c2, c3⟩ := cumulants_twoLevel E₀ E₁ ψ hψ
  rw [cmx, c1, c2, c3]
  generalize excitedWeight ψ = p at h0 h1 h2 ⊢
  have hd : E₁ - E₀ ≠ 0 := (sub_pos.2 hE).ne'
  have hq : 1 - p ≠ 0 := (sub_pos.2 h1).ne'
  have hr : 1 - 2 * p ≠ 0 := fun h => h2 (by linarith)
  have h3 : (E₁ - E₀) ^ 3 * p * (1 - p) * (1 - 2 * p) ≠ 0 :=
    mul_ne_zero (mul_ne_zero (mul_ne_zero (pow_ne_zero 3 hd) h0.ne') hq) hr
  refine ⟨h3, ?_⟩
  -- cancel the common factors of the squared variance and the third cumulant
  have key : ((E₁ - E₀) ^ 2 * p * (1 - p)) ^ 2
      / ((E₁ - E₀) ^ 3 * p * (1 - p) * (1 - 2 * p))
      = (E₁ - E₀) * p * (1 - p) / (1 - 2 * p) := by
    rw [div_eq_div_iff h3 hr]
    ring
  rw [key]
  have hi : (1 - 2 * p) * (1 - 2 * p)⁻¹ = 1 := mul_inv_cancel₀ hr
  linear_combination (-(p * (E₁ - E₀))) * hi

/-- For a normalised state with excited weight strictly between 1/2 and 1 the estimate
lies strictly above the upper level. -/
theorem cmx_above_excited {E₀ E₁ : ℝ} (hE : E₀ < E₁) (ψ : Fin 2 → ℂ)
    (hψ : star ψ ⬝ᵥ ψ = 1) (h0 : 1 / 2 < excitedWeight ψ) (h1 : excitedWeight ψ < 1) :
    E₁ < cmx (twoLevel E₀ E₁) ψ := by
  rw [(cmx_twoLevel hE ψ hψ (by linarith) h1 h0.ne').2]
  generalize excitedWeight ψ = p at h0 h1 ⊢
  have hr : 1 - 2 * p ≠ 0 := fun h => by linarith
  -- the distance to the upper level is a manifestly positive quotient
  have key : E₀ - (E₁ - E₀) * p ^ 2 / (1 - 2 * p) - E₁
      = -((E₁ - E₀) * (1 - p) ^ 2) / (1 - 2 * p) := by
    field_simp
    ring
  have hpos : 0 < -((E₁ - E₀) * (1 - p) ^ 2) / (1 - 2 * p) :=
    div_pos_of_neg_of_neg
      (neg_neg_of_pos (mul_pos (sub_pos.2 hE) (pow_pos (sub_pos.2 h1) 2))) (by linarith)
  linarith

end

end ConnectedMomentEstimate
```

The error:

```
Try this:
  [apply] ring_nf
  
  The `ring` tactic failed to close the goal. Use `ring_nf` to obtain a normal form.
    
  Note that `ring` works primarily in *commutative* rings. If you have a noncommutative ring, abelian group or module, consider using `noncomm_ring`, `abel` or `module` instead.
Main.lean:111:52: error: unsolved goals
E₀ E₁ : ℝ
hE : E₀ < E₁
ψ : Fin 2 → ℂ
hψ : star ψ ⬝ᵥ ψ = 1
p : ℝ
h0 : 1 / 2 < p
h1 : p < 1
hr : 1 - 2 * p ≠ 0
⊢ E₀ + E₀ * p ^ 2 * (1 - p * 2)⁻¹ - E₁ - E₁ * p ^ 2 * (1 - p * 2)⁻¹ =
    -(E₀ * p * (1 - p * 2)⁻¹ * 2) + E₀ * p ^ 2 * (1 - p * 2)⁻¹ + E₀ * (1 - p * 2)⁻¹ + E₁ * p * (1 - p * 2)⁻¹ * 2 -
        E₁ * p ^ 2 * (1 - p * 2)⁻¹ -
      E₁ * (1 - p * 2)⁻¹
```

The change, after which it compiles:

```diff
@@ -110,6 +110,6 @@
   have key : E₀ - (E₁ - E₀) * p ^ 2 / (1 - 2 * p) - E₁
       = -((E₁ - E₀) * (1 - p) ^ 2) / (1 - 2 * p) := by
-    field_simp
-    ring
+    have hi : (1 - 2 * p) * (1 - 2 * p)⁻¹ = 1 := mul_inv_cancel₀ hr
+    linear_combination (E₁ - E₀) * hi
   have hpos : 0 < -((E₁ - E₀) * (1 - p) ^ 2) / (1 - 2 * p) :=
     div_pos_of_neg_of_neg
```

Diagnosis. Both messages concern the proof of `key`. The first says that `ring` could not close the goal left by `field_simp`; the second shows what remained. The identity is true, but the remaining goal still contains `(1 - p * 2)⁻¹`, so `field_simp` had not cleared the denominator, even though `hr`, which says it is nonzero, was in context. The messages do not show why.

`ring` does not use `hr`, and without it cannot cancel `1 - 2 * p` against its inverse. The two sides differ by a multiple of exactly that cancellation, so normalising could not make them agree. The suggested `ring_nf` would not supply the missing fact either.

The repair drops `field_simp` and states the cancellation as `hi`, proved from `hr` by `mul_inv_cancel₀`. The left side of `key` minus its right side is E₁ − E₀ times the left side of `hi` minus its right side. `linear_combination (E₁ - E₀) * hi` uses just this, leaving an identity that `ring` can check with the inverse still in place.
